# Root flipping in a two-parabola model: an upper root whose minimum is a kink, and the weights that restore a stationary point

In one form of state-specific CASSCF calculation on an excited state, the code diagonalises the CI matrix, picks a root by its position in the energy order, and improves the orbitals for that root. Away from a degeneracy, the orbital gradient of the selected root vanishes only where that root, as a function of the orbitals, has a stationary point. The model below has two non-interacting states and one orbital parameter. Suppose that the lower state, when it is given the best orbitals of the higher one, rises by more than the difference between their two minimum energies. Then the upper root of the model has a minimum but no stationary point, and a sufficiently even state average has both.

## The upper root and its averages

Let the real number $x$ stand for the orbitals, and let the two states have the energies

$$E_a(x) = kx^2, \qquad E_b(x) = D + k(x-1)^2 .$$

The constant $k>0$ is the coefficient of the quadratic term in both energies (their second derivative is $2k$), and $D>0$ is the height of the minimum of b above that of a. Each state has its own best orbitals, at $x=0$ and $x=1$. Since $E_a(1)=k$, this coefficient is also the amount by which the energy of state a rises when it is given the orbitals of state b. The condition $D<k$ says that this relaxation energy exceeds the difference between the two minima.

The roots are $\max(E_a,E_b)$ and $\min(E_a,E_b)$. The state average puts weight $w$ on the upper root and $1-w$ on the lower. The curves cross at

$$c = \frac{k+D}{2k} = \frac12 + \frac{D}{2k}.$$

- For $0<D<k$, state b is the upper root at $x=0$ and the lower root at $x=1$. The upper root has its unique minimum at $c$, is not differentiable there, and has no stationary point.
- For $w\ge\frac12$, the state average has its unique minimum at $\min(w,c)$, and it has a stationary point exactly when $w<c$.
- For $w=\frac12$, the average is $(E_a+E_b)/2$, with its unique minimum at $x=\frac12$, where $E_b-E_a=D$.

## The root-selection step in a CASSCF loop

Reduced to this model, the state-specific loop reads:

1. Compute both energies at the current $x$.
2. Select the higher one.
3. Move $x$ to the minimum of the selected curve, and repeat.

Take $k=1$ and $D=0.2$, so that $c=0.6$. At $x=0$ the upper root is b, with energy $1.2$, and the update goes to $x=1$. There b has dropped to $0.2$ and a is the upper root with energy $1$, so the update returns to $x=0$. In an output file this shows as an energy that alternates between two values while the character of the selected root alternates with it.

Shorter steps do not cure this. The slope of the upper root is $-0.8$ just to the left of $c$ and $+1.2$ just to the right, and nowhere is it smaller than $0.8$ in magnitude. A convergence test on the gradient with a tighter threshold is never met.

Equal weights remove the kink, because a sum of two energies does not depend on their order. The optimisation then ends at $x=0.5$, where the upper root has energy $0.45$, compared with $0.36$ at its own minimum. If the weights are assigned by energy order, unequal ones bring the kink back: $w=0.55$ still gives a stationary point, and $w=0.7$ does not. A code that follows state b by its character, for instance by overlap with the previous CI vector, would converge to $x=1$, where b is the lower root.

## From the linear gap to the two slopes

The quadratic terms cancel in the gap:

$$E_b(x)-E_a(x) = D + k - 2kx = 2k(c-x).$$

So b is the upper root for $x<c$, and a is the upper root for $x>c$. Since $D>0$, we have $c>\frac12$; since $D<k$, we have $c<1$.

For $x\le c$ the state average is

$$wE_b+(1-w)E_a = kx^2-2kwx+kw+wD = k(x-w)^2 + kw(1-w) + wD .$$

For $x\ge c$ the weights change places, which gives

$$wE_a+(1-w)E_b = k\bigl(x-(1-w)\bigr)^2 + kw(1-w) + (1-w)D .$$

**Minimum.** Let $w\ge\frac12$. For $x>c$, the energy at $x$ minus the energy at $c$ is

$$k(x-c)\bigl(x+c-2(1-w)\bigr) > 0,$$

because $x$ and $c$ both exceed $\frac12\ge 1-w$. The minimum is therefore at or to the left of $c$. If $w\le c$, it is the vertex $x=w$ of the left parabola. If $w>c$, then for $x<c$ the energy at $x$ minus the energy at $c$ is $k(c-x)(2w-x-c)>0$, and the minimum is at $c$. Both cases together give $\min(w,c)$.

**Stationary points.** The slope is $2k(x-w)$ on the left and $2k(x-(1-w))$ on the right. A zero at some $x<c$ requires $x=w$, hence $w<c$. A zero at some $x\ge c$ would require $x=1-w\le\frac12<c$, which is impossible. Conversely, if $w<c$, the point $x=w$ is stationary.

**Upper root.** This is the case $w=1$. Since $c<1$, the minimum is at $c$ and no stationary point exists. The one-sided slopes at $c$ are $2k(c-1)=-(k-D)$ and $2kc=k+D$. They differ by $2k$, so there is no derivative.

**Two-cycle.** The update sends every $x$ to $0$ or $1$. It sends $0$ to $1$, because b is the upper root at $0$, and $1$ to $0$, because a is the upper root at $1$. There is no fixed point, and the iterates alternate from the first step on.

## The Lean file

```lean
import Mathlib

open Set

namespace RootFlipping

noncomputable section

/-- Energy of the diabatic state a, the parabola `k * x ^ 2` (for `k > 0` its minimum is at `x =
0`). -/
def Ea (k x : ℝ) : ℝ := k * x ^ 2

/-- Energy of the diabatic state b, displaced to `x = 1` and shifted by `D`. -/
def Eb (k D x : ℝ) : ℝ := D + k * (x - 1) ^ 2

/-- The upper root at orbital parameter `x`. -/
def upperRoot (k D x : ℝ) : ℝ := max (Ea k x) (Eb k D x)

/-- The lower root at orbital parameter `x`. -/
def lowerRoot (k D x : ℝ) : ℝ := min (Ea k x) (Eb k D x)

/-- The state-averaged energy with weight `w` on the upper root and `1 - w` on the lower. -/
def stateAverage (k D w x : ℝ) : ℝ := w * upperRoot k D x + (1 - w) * lowerRoot k D x

/-- The parameter value `(k + D) / (2 k)`, for `k ≠ 0`. -/
def crossing (k D : ℝ) : ℝ := (k + D) / (2 * k)

/-- State-specific update: go to the minimum of the curve that is the upper root at `x`
(state b in case of a tie). -/
def relax (k D x : ℝ) : ℝ := if Ea k x ≤ Eb k D x then 1 else 0

variable {k D w x d : ℝ}

/-- The gap between the diabatic curves is linear in `x` and vanishes at the crossing. -/
theorem gap_eq (hk : k ≠ 0) (D x : ℝ) :
    Eb k D x - Ea k x = 2 * k * (crossing k D - x) := by
  unfold Eb Ea crossing
  field_simp
  ring

/-- State b lies above state a at `x = 0` and below it at `x = 1`. -/
theorem root_flip (hD : 0 < D) (hDk : D < k) :
    Ea k 0 < Eb k D 0 ∧ Eb k D 1 < Ea k 1 := by
  unfold Ea Eb
  constructor <;> linarith

lemma half_lt_crossing (hk : 0 < k) (hD : 0 < D) : 1 / 2 < crossing k D := by
  unfold crossing
  rw [lt_div_iff₀ (by positivity)]
  linarith

/-- Up to the crossing, the state-averaged energy is a parabola centred at `w`. -/
theorem stateAverage_left (hk : 0 < k) (w : ℝ) (hx : x ≤ crossing k D) :
    stateAverage k D w x = k * (x - w) ^ 2 + (k * w * (1 - w) + w * D) := by
  have hg := gap_eq hk.ne' D x
  have h : Ea k x ≤ Eb k D x := by nlinarith [mul_nonneg hk.le (sub_nonneg.2 hx)]
  unfold stateAverage upperRoot lowerRoot
  rw [max_eq_right h, min_eq_left h]
  unfold Ea Eb
  ring

/-- Beyond the crossing, the state-averaged energy is a parabola centred at `1 - w`. -/
theorem stateAverage_right (hk : 0 < k) (w : ℝ) (hx : crossing k D ≤ x) :
    stateAverage k D w x = k * (x - (1 - w)) ^ 2 + (k * w * (1 - w) + (1 - w) * D) := by
  have hg := gap_eq hk.ne' D x
  have h : Eb k D x ≤ Ea k x := by nlinarith [mul_nonneg hk.le (sub_nonneg.2 hx)]
  unfold stateAverage upperRoot lowerRoot
  rw [max_eq_left h, min_eq_right h]
  unfold Ea Eb
  ring

lemma parabola (k a b x : ℝ) :
    HasDerivAt (fun y : ℝ => k * (y - a) ^ 2 + b) (2 * k * (x - a)) x := by
  have h1 : HasDerivAt (fun y : ℝ => y - a) 1 x := (hasDerivAt_id' x).sub_const a
  have e : (fun y : ℝ => k * (y - a) ^ 2 + b) = fun y => k * ((y - a) * (y - a)) + b := by
    funext y
    ring
  rw [e]
  exact (((h1.fun_mul h1).const_mul k).add_const b).congr_deriv (by ring)

lemma slope_left (hk : 0 < k) (hx : x ≤ crossing k D)
    (h : HasDerivAt (stateAverage k D w) d x) : d = 2 * k * (x - w) :=
  (uniqueDiffOn_Iic (crossing k D) x hx).eq_deriv _ h.hasDerivWithinAt
    ((parabola k w _ x).hasDerivWithinAt.congr
      (fun _ hy => stateAverage_left hk w hy) (stateAverage_left hk w hx))

lemma slope_right (hk : 0 < k) (hx : crossing k D ≤ x)
    (h : HasDerivAt (stateAverage k D w) d x) : d = 2 * k * (x - (1 - w)) :=
  (uniqueDiffOn_Ici (crossing k D) x hx).eq_deriv _ h.hasDerivWithinAt
    ((parabola k (1 - w) _ x).hasDerivWithinAt.congr
      (fun _ hy => stateAverage_right hk w hy) (stateAverage_right hk w hx))

/-- If the upper root has weight `w ≥ 1/2`, the state-averaged energy has its unique minimum
at `w` or at the crossing, whichever is smaller. -/
theorem stateAverage_min (hk : 0 < k) (hD : 0 < D) (hw : 1 / 2 ≤ w) (x : ℝ)
    (hne : x ≠ min w (crossing k D)) :
    stateAverage k D w (min w (crossing k D)) < stateAverage k D w x := by
  have hc := half_lt_crossing hk hD
  -- comparison on the left parabola
  have left : ∀ y, y ≤ crossing k D → y ≠ min w (crossing k D) →
      stateAverage k D w (min w (crossing k D)) < stateAverage k D w y := by
    intro y hy hne
    rw [stateAverage_left hk w (min_le_right w (crossing k D)), stateAverage_left hk w hy]
    rcases le_total w (crossing k D) with h | h
    · rw [min_eq_left h] at hne ⊢
      have h0 := sub_ne_zero.2 hne
      have h1 : 0 < (y - w) ^ 2 := by positivity
      nlinarith [mul_pos hk h1]
    · rw [min_eq_right h] at hne ⊢
      have hlt := lt_of_le_of_ne hy hne
      nlinarith [mul_pos hk (mul_pos (sub_pos.2 hlt)
        (by linarith : 0 < 2 * w - y - crossing k D))]
  rcases le_or_gt x (crossing k D) with hx | hx
  · exact left x hx hne
  · -- on the right parabola the energy rises from the crossing onwards
    have step : stateAverage k D w (crossing k D) < stateAverage k D w x := by
      rw [stateAverage_right hk w (le_refl (crossing k D)), stateAverage_right hk w hx.le]
      nlinarith [mul_pos hk (mul_pos (sub_pos.2 hx)
        (by linarith : 0 < x + crossing k D - 2 * (1 - w)))]
    by_cases h : crossing k D = min w (crossing k D)
    · rw [← h]
      exact step
    · exact (left _ le_rfl h).trans step

/-- For `w ≥ 1/2` the state-averaged energy has a stationary point exactly when the weight `w`
of the upper root is below `(k + D) / (2 k)`. -/
theorem stationary_iff (hk : 0 < k) (hD : 0 < D) (hw : 1 / 2 ≤ w) :
    (∃ x, HasDerivAt (stateAverage k D w) 0 x) ↔ w < crossing k D := by
  have hc := half_lt_crossing hk hD
  constructor
  · rintro ⟨x, h⟩
    rcases lt_or_ge x (crossing k D) with hx | hx
    · have h1 := (mul_eq_zero.1 (slope_left hk hx.le h).symm).resolve_left (by positivity)
      linarith
    · have h1 := (mul_eq_zero.1 (slope_right hk hx h).symm).resolve_left (by positivity)
      linarith
  · intro h
    refine ⟨w, ((parabola k w (k * w * (1 - w) + w * D) w).congr_deriv
      (by ring)).congr_of_eventuallyEq ?_⟩
    exact Filter.eventuallyEq_of_mem (Iio_mem_nhds h)
      (fun y hy => stateAverage_left hk w (le_of_lt hy))

/-- The upper root has its unique minimum at `(k + D) / (2 k)`, is not differentiable there,
and has no stationary point. -/
theorem upperRoot_min_at_kink (hD : 0 < D) (hDk : D < k) :
    (∀ x, x ≠ crossing k D → upperRoot k D (crossing k D) < upperRoot k D x) ∧
    ¬ DifferentiableAt ℝ (upperRoot k D) (crossing k D) ∧
    ∀ x, ¬ HasDerivAt (upperRoot k D) 0 x := by
  have hk : 0 < k := hD.trans hDk
  have hc : crossing k D < 1 := by
    unfold crossing
    rw [div_lt_one (by positivity)]
    linarith
  -- the upper root is the state average with all weight on it
  have e : upperRoot k D = stateAverage k D 1 := by
    funext x
    simp [stateAverage]
  rw [e]
  refine ⟨fun x hx => ?_, fun h => ?_, fun x h => ?_⟩
  · have hm := stateAverage_min (w := 1) hk hD (by norm_num) x
    rw [min_eq_right hc.le] at hm
    exact hm hx
  · have h1 := slope_left hk le_rfl h.hasDerivAt
    have h2 := slope_right hk le_rfl h.hasDerivAt
    linarith
  · have h1 := (stationary_iff (w := 1) hk hD (by norm_num)).1 ⟨x, h⟩
    linarith

/-- With equal weights the state-averaged energy is the mean of the two diabatic curves; its
unique minimum is at `x = 1/2`, where the curves are separated by `D`. -/
theorem equal_weights (hk : 0 < k) (hD : 0 < D) :
    (∀ x, stateAverage k D (1 / 2) x = (Ea k x + Eb k D x) / 2) ∧
    (∀ x, x ≠ 1 / 2 → stateAverage k D (1 / 2) (1 / 2) < stateAverage k D (1 / 2) x) ∧
    Eb k D (1 / 2) - Ea k (1 / 2) = D := by
  refine ⟨fun x => ?_, fun x hx => ?_, ?_⟩
  · unfold stateAverage upperRoot lowerRoot
    rcases le_total (Ea k x) (Eb k D x) with h | h
    · rw [max_eq_right h, min_eq_left h]
      ring
    · rw [max_eq_left h, min_eq_right h]
      ring
  · have hm := stateAverage_min (w := 1 / 2) hk hD le_rfl x
    rw [min_eq_left (half_lt_crossing hk hD).le] at hm
    exact hm hx
  · unfold Ea Eb
    ring

/-- The state-specific update has no fixed point, and from its first step on it repeats with
period two. -/
theorem relax_two_cycle (hD : 0 < D) (hDk : D < k) (x : ℝ) :
    relax k D x ≠ x ∧ relax k D (relax k D (relax k D x)) = relax k D x := by
  have hf := root_flip hD hDk
  have h0 : relax k D 0 = 1 := if_pos hf.1.le
  have h1 : relax k D 1 = 0 := if_neg (not_le_of_gt hf.2)
  have hx : relax k D x = 1 ∨ relax k D x = 0 := by
    unfold relax
    split_ifs <;> simp
  rcases hx with h | h
  · refine ⟨fun hfix => ?_, by rw [h, h1, h0]⟩
    rw [h] at hfix
    rw [← hfix, h1] at h
    norm_num at h
  · refine ⟨fun hfix => ?_, by rw [h, h0, h1]⟩
    rw [h] at hfix
    rw [← hfix, h0] at h
    norm_num at h

end

end RootFlipping
```

```lean
#print axioms RootFlipping.upperRoot_min_at_kink
#print axioms RootFlipping.equal_weights
#print axioms RootFlipping.relax_two_cycle
```

```
'RootFlipping.upperRoot_min_at_kink' depends on axioms: [propext, Classical.choice, Quot.sound]
'RootFlipping.equal_weights' depends on axioms: [propext, Classical.choice, Quot.sound]
'RootFlipping.relax_two_cycle' depends on axioms: [propext, Classical.choice, Quot.sound]
```

## How the statements read

`Ea`, `Eb`, `upperRoot`, `lowerRoot` and `stateAverage` are the functions above, with all parameters real, and `crossing k D` is $c$. The weight belongs to the position in the energy order and not to state a or b. `relax` is the state-specific update; at a tie it treats b as the upper root.

A stationary point is expressed as `HasDerivAt f 0 x`: the derivative exists at `x` and equals zero. The choice matters here, because Mathlib's `deriv` returns zero where a function is not differentiable, and `deriv f x = 0` would therefore count the kink as stationary.

`upperRoot_min_at_kink`, `root_flip` and `relax_two_cycle` assume $0<D<k$. `stateAverage_min` and `stationary_iff` need only $k>0$, $D>0$ and $w\ge\frac12$. They also admit $w>1$, where the lower root has a negative weight. Of the state averages with non-negative weights, $0\le w\le1$, they cover those with $w\ge\frac12$. `equal_weights` needs only $k>0$ and $D>0$.

## How the proof follows the derivation

`gap_eq` is the linear gap, and `half_lt_crossing` is $c>\frac12$. `stateAverage_left` and `stateAverage_right` use the sign of the gap to resolve the maximum and minimum, and `ring` completes the square. In `stateAverage_min`, the products given to `nlinarith` are the factored energy differences of the derivation. `stationary_iff` sets the slopes to zero on each side, and `upperRoot_min_at_kink` specialises to $w=1$. `equal_weights` takes its minimum from `stateAverage_min` at $w=\frac12$, and `relax_two_cycle` evaluates the update at $0$ and $1$.

The proof turns on the uniqueness of derivatives within a set, used in `slope_left` and `slope_right`. For $w\neq\frac12$ the state average agrees with the left parabola only on the half-line $x\le c$, which is not a neighbourhood of $c$, so the ordinary derivative of the parabola cannot be carried over directly. `slope_left` works inside the half-line `Iic (crossing k D)`:

- If the state average has derivative `d` at `x`, it also has derivative `d` within the half-line (`h.hasDerivWithinAt`).
- The parabola has derivative $2k(x-w)$ there by the lemma `parabola`, and `congr` transfers this to the state average, since the two functions agree on the half-line.
- `uniqueDiffOn_Iic` says that a half-line determines derivatives at each of its points, the endpoint included. `eq_deriv` then equates the two values.

`slope_right` does the same on `Ici (crossing k D)`. At the crossing both lemmas apply, and for $w=1$ a single number `d` would have to equal both $2k(c-1)$ and $2kc$. `linarith` closes the contradiction. The slopes are thus obtained without computing a limit of difference quotients.

For the stationary point at $w<c$ no such care is needed. The set $x<c$ is a neighbourhood of $w$, and `congr_of_eventuallyEq` carries the ordinary derivative over.

## Two uncoupled states and one parameter

The theorems concern two parabolas of equal curvature that cross without interacting. In a CI calculation the roots are eigenvalues of a matrix whose off-diagonal elements also depend on the orbitals. A constant coupling $V\neq0$ between a and b would turn the crossing into an avoided one, and the upper root would then be smooth, with a stationary minimum. That remark, like the gradient bound in the numerical example, is ordinary calculus added to the text and has no theorem in the file.

The update `relax` jumps all the way to the minimum of the selected curve. Damped steps, second-order optimisers and root following by overlap are not modelled, although the absence of a stationary point on the upper root holds whatever the optimiser. With many orbital parameters the crossing points form a set instead of a single point, and the theorems do not describe the minimum on such a set.
